# First-derivative kinetic energy density of a two-electron wave function F(s, t, u)

Let r₁ and r₂ be the positions of two electrons, measured from the nucleus, and let the real wave function depend only on the three distances |r₁|, |r₂| and |r₁ − r₂|, written as ψ(r₁, r₂) = F(s, t, u) with

s = |r₁| + |r₂|,  t = |r₁| − |r₂|,  u = |r₁ − r₂|.

Write Fs, Ft, Fu for the partial derivatives of F, and ∇₁, ∇₂ for the gradients in r₁ and r₂. For a normalised ψ, and in atomic units, the first-derivative kinetic energy density is (|∇₁ψ|² + |∇₂ψ|²)/2, a function of both positions. If r₁, r₂ and r₁ − r₂ are nonzero and F is differentiable at (s, t, u), then u(s² − t²) > 0 and

u(s² − t²) · (|∇₁ψ|² + |∇₂ψ|²)/2
  = u(s² − t²)(Fs² + Ft² + Fu²) + 2s(u² − t²) Fs Fu + 2t(s² − u²) Ft Fu.

The positions may lie in any complete real inner product space, ordinary three-dimensional space among them.

## Kinetic integrals over s, t and u

A variational code for helium-like atoms with Hylleraas functions can compute the kinetic energy, in atomic units, as the integral of (|∇₁ψ|² + |∇₂ψ|²)/2 over both positions, divided by the integral of ψ² if ψ is not normalised. In three dimensions, for a fixed nucleus and a ψ that depends on the three distances only, integrating out the angles leaves the volume element

π² u(s² − t²) ds dt du,  with |t| ≤ u ≤ s.

The left side of the identity is therefore the kinetic integrand up to the factor π². The right side gives it with polynomial coefficients: the denominators that come from the angles between the gradients have cancelled against the weight. When F is a polynomial times exp(−ζs) with ζ > 0, the integrand is a polynomial times exp(−2ζs), and no second derivatives have to be coded.

The identity treats a single function. For a matrix element between basis functions F and G, apply it to F + G and to F − G, and take a quarter of the difference.

## Gradients, angles and the cancellation of denominators

Let e₁, e₂ and e₁₂ be the unit vectors along r₁, r₂ and r₁ − r₂. The gradient of a distance is the unit vector pointing away from the reference point, so

∇₁s = e₁,  ∇₁t = e₁,  ∇₁u = e₁₂,
∇₂s = e₂,  ∇₂t = −e₂,  ∇₂u = −e₁₂.

The chain rule gives

∇₁ψ = (Fs + Ft) e₁ + Fu e₁₂,
∇₂ψ = (Fs − Ft) e₂ − Fu e₁₂.

With c₁ = e₁·e₁₂ and c₂ = e₂·e₁₂, the squared lengths are

|∇₁ψ|² = (Fs + Ft)² + Fu² + 2(Fs + Ft) Fu c₁,
|∇₂ψ|² = (Fs − Ft)² + Fu² − 2(Fs − Ft) Fu c₂.

In half the sum, the products Fs Ft cancel:

(|∇₁ψ|² + |∇₂ψ|²)/2 = Fs² + Ft² + Fu² + (c₁ − c₂) Fs Fu + (c₁ + c₂) Ft Fu.

The cosines follow from |r₁ − r₂|² = |r₁|² + |r₂|² − 2 r₁·r₂. Solving for r₁·r₂ and inserting it in r₁·(r₁ − r₂) and r₂·(r₁ − r₂) gives

c₁ = (|r₁|² − |r₂|² + u²)/(2|r₁|u),
c₂ = (|r₁|² − |r₂|² − u²)/(2|r₂|u).

Now |r₁| = (s + t)/2 and |r₂| = (s − t)/2, hence |r₁|² − |r₂|² = st, and

c₁ = (st + u²)/(u(s + t)),  c₂ = (st − u²)/(u(s − t)).

Over the common denominator u(s² − t²), the two combinations are

u(s² − t²)(c₁ − c₂) = (st + u²)(s − t) − (st − u²)(s + t) = 2s(u² − t²),
u(s² − t²)(c₁ + c₂) = (st + u²)(s − t) + (st − u²)(s + t) = 2t(s² − u²).

Multiplying the density by u(s² − t²) gives the stated identity. The weight is positive because s² − t² = 4|r₁||r₂|, so that

u(s² − t²) = 4|r₁||r₂||r₁ − r₂|.

## The Lean source

```lean
import Mathlib

noncomputable section

namespace HylleraasKinetic

variable {E : Type*} [NormedAddCommGroup E] [InnerProductSpace ℝ E]

/-- The Hylleraas coordinates `s = |r₁| + |r₂|`, `t = |r₁| - |r₂|`, `u = |r₁ - r₂|`
of two electrons, with the nucleus at the origin. -/
def coords (r₁ r₂ : E) : ℝ × ℝ × ℝ := (‖r₁‖ + ‖r₂‖, ‖r₁‖ - ‖r₂‖, ‖r₁ - r₂‖)

/-- The two-electron wave function `ψ(r₁, r₂) = F(s, t, u)`. -/
def wave (F : ℝ × ℝ × ℝ → ℝ) (r₁ r₂ : E) : ℝ := F (coords r₁ r₂)

/-- The partial derivative `Fs`, where `F` is differentiable. -/
def dS (F : ℝ × ℝ × ℝ → ℝ) (p : ℝ × ℝ × ℝ) : ℝ := fderiv ℝ F p (1, 0, 0)

/-- The partial derivative `Ft`, where `F` is differentiable. -/
def dT (F : ℝ × ℝ × ℝ → ℝ) (p : ℝ × ℝ × ℝ) : ℝ := fderiv ℝ F p (0, 1, 0)

/-- The partial derivative `Fu`, where `F` is differentiable. -/
def dU (F : ℝ × ℝ × ℝ → ℝ) (p : ℝ × ℝ × ℝ) : ℝ := fderiv ℝ F p (0, 0, 1)

/-- The unit vector along `x`, for `x ≠ 0`. -/
def direction (x : E) : E := ‖x‖⁻¹ • x

/-- Law of cosines: the angles between `r₁ - r₂` and the two position vectors, expressed by
the three distances, all of them nonzero. -/
theorem cosines (r₁ r₂ : E) :
    inner ℝ (direction r₁) (direction (r₁ - r₂))
      = (‖r₁‖ ^ 2 - ‖r₂‖ ^ 2 + ‖r₁ - r₂‖ ^ 2) / (2 * ‖r₁‖ * ‖r₁ - r₂‖) ∧
    inner ℝ (direction r₂) (direction (r₁ - r₂))
      = (‖r₁‖ ^ 2 - ‖r₂‖ ^ 2 - ‖r₁ - r₂‖ ^ 2) / (2 * ‖r₂‖ * ‖r₁ - r₂‖) := by
  have h := norm_sub_sq_real r₁ r₂
  have h1 : inner ℝ r₁ (r₁ - r₂) = (‖r₁‖ ^ 2 - ‖r₂‖ ^ 2 + ‖r₁ - r₂‖ ^ 2) / 2 := by
    rw [inner_sub_right, real_inner_self_eq_norm_sq]
    linarith
  have h2 : inner ℝ r₂ (r₁ - r₂) = (‖r₁‖ ^ 2 - ‖r₂‖ ^ 2 - ‖r₁ - r₂‖ ^ 2) / 2 := by
    rw [inner_sub_right, real_inner_self_eq_norm_sq, real_inner_comm]
    linarith
  constructor
  · rw [direction, direction, real_inner_smul_left, real_inner_smul_right, h1]
    ring
  · rw [direction, direction, real_inner_smul_left, real_inner_smul_right, h2]
    ring

variable [CompleteSpace E]

/-- The kinetic energy density `(|∇₁ψ|² + |∇₂ψ|²)/2` of a real wave function,
in atomic units, where `ψ` is differentiable in each position. -/
def kineticDensity (ψ : E → E → ℝ) (r₁ r₂ : E) : ℝ :=
  (‖gradient (fun x => ψ x r₂) r₁‖ ^ 2 + ‖gradient (fun y => ψ r₁ y) r₂‖ ^ 2) / 2

/-- Away from the point `a`, the gradient of the distance to `a` is the unit vector
pointing away from `a`. -/
theorem gradient_distance {x a : E} (h : x - a ≠ 0) :
    HasGradientAt (fun y => ‖y - a‖) (direction (x - a)) x := by
  have hn : ‖x - a‖ ≠ 0 := norm_ne_zero_iff.mpr h
  have hsub : HasFDerivAt (fun y : E => y - a) (ContinuousLinearMap.id ℝ E) x :=
    (hasFDerivAt_id x).sub_const a
  -- the distance is the square root of the squared distance
  have hd := hsub.norm_sq.sqrt (pow_ne_zero 2 hn)
  simp only [norm_nonneg, Real.sqrt_sq] at hd
  rw [hasGradientAt_iff_hasFDerivAt]
  refine hd.congr_fderiv ?_
  ext v
  change 1 / (2 * ‖x - a‖) * ((2 : ℕ) • inner ℝ (x - a) v)
    = inner ℝ (‖x - a‖⁻¹ • (x - a)) v
  rw [real_inner_smul_left, nsmul_eq_mul]
  push_cast
  field_simp

/-- Chain rule: the gradient of `F(a, b, c)` is the sum of the gradients of `a`, `b`, `c`
weighted by the partial derivatives of `F`, where all are differentiable. -/
theorem gradient_chain {F : ℝ × ℝ × ℝ → ℝ} {a b c : E → ℝ} {A B C x : E}
    (ha : HasGradientAt a A x) (hb : HasGradientAt b B x) (hc : HasGradientAt c C x)
    (hF : DifferentiableAt ℝ F (a x, b x, c x)) :
    HasGradientAt (fun y => F (a y, b y, c y))
      (dS F (a x, b x, c x) • A + dT F (a x, b x, c x) • B + dU F (a x, b x, c x) • C) x := by
  have h := HasFDerivAt.comp (g := F) (f := fun y => (a y, b y, c y)) x hF.hasFDerivAt
    (ha.hasFDerivAt.prodMk (hb.hasFDerivAt.prodMk hc.hasFDerivAt))
  rw [hasGradientAt_iff_hasFDerivAt]
  refine h.congr_fderiv ?_
  ext v
  change fderiv ℝ F (a x, b x, c x) (inner ℝ A v, inner ℝ B v, inner ℝ C v)
    = inner ℝ (dS F (a x, b x, c x) • A + dT F (a x, b x, c x) • B
        + dU F (a x, b x, c x) • C) v
  have e : ((inner ℝ A v, inner ℝ B v, inner ℝ C v) : ℝ × ℝ × ℝ)
      = (inner ℝ A v : ℝ) • ((1, 0, 0) : ℝ × ℝ × ℝ)
        + (inner ℝ B v : ℝ) • ((0, 1, 0) : ℝ × ℝ × ℝ)
        + (inner ℝ C v : ℝ) • ((0, 0, 1) : ℝ × ℝ × ℝ) := by simp
  rw [e]
  simp only [map_add, map_smul, inner_add_left, real_inner_smul_left, smul_eq_mul, dS, dT, dU]
  ring

/-- For `r₁`, `r₂`, `r₁ - r₂` nonzero and `F` differentiable there, `∇₁ψ = (Fs + Ft) e₁ + Fu e₁₂`
and `∇₂ψ = (Fs - Ft) e₂ - Fu e₁₂`, with `e₁`, `e₂`, `e₁₂` the unit vectors of the three. -/
theorem gradient_wave {F : ℝ × ℝ × ℝ → ℝ} {r₁ r₂ : E} {p : ℝ × ℝ × ℝ} (hp : coords r₁ r₂ = p)
    (h1 : r₁ ≠ 0) (h2 : r₂ ≠ 0) (h12 : r₁ - r₂ ≠ 0) (hF : DifferentiableAt ℝ F p) :
    HasGradientAt (fun x => wave F x r₂)
      ((dS F p + dT F p) • direction r₁ + dU F p • direction (r₁ - r₂)) r₁ ∧
    HasGradientAt (fun y => wave F r₁ y)
      ((dS F p - dT F p) • direction r₂ - dU F p • direction (r₁ - r₂)) r₂ := by
  subst hp
  have hn : ∀ x : E, x ≠ 0 → HasGradientAt (fun y : E => ‖y‖) (direction x) x := by
    intro x hx
    simpa only [sub_zero] using gradient_distance (x := x) (a := 0) (by rwa [sub_zero])
  constructor
  · rw [add_smul]
    exact gradient_chain
      (hasGradientAt_iff_hasFDerivAt.mpr ((hn _ h1).hasFDerivAt.add_const ‖r₂‖))
      (hasGradientAt_iff_hasFDerivAt.mpr ((hn _ h1).hasFDerivAt.sub_const ‖r₂‖))
      (gradient_distance h12) hF
  · have ht : HasGradientAt (fun y : E => ‖r₁‖ - ‖y‖) (-direction r₂) r₂ :=
      hasGradientAt_iff_hasFDerivAt.mpr
        (by rw [map_neg]; exact (hn _ h2).hasFDerivAt.const_sub _)
    have hu : HasGradientAt (fun y : E => ‖r₁ - y‖) (-direction (r₁ - r₂)) r₂ := by
      have e : (fun y : E => ‖r₁ - y‖) = fun y => ‖y - r₁‖ := funext fun y => norm_sub_rev _ _
      rw [e, direction, ← smul_neg, neg_sub, norm_sub_rev r₁ r₂]
      exact gradient_distance (sub_ne_zero.mpr (sub_ne_zero.mp h12).symm)
    rw [sub_smul, sub_eq_add_neg, sub_eq_add_neg, ← smul_neg, ← smul_neg]
    exact gradient_chain
      (hasGradientAt_iff_hasFDerivAt.mpr ((hn _ h2).hasFDerivAt.const_add ‖r₁‖)) ht hu hF

/-- The Hylleraas kinetic energy density: for `F` differentiable at `(s, t, u)` and `r₁`, `r₂`,
`r₁ - r₂` nonzero, the weight `u(s² - t²)` is positive, and its product with the density is
the first-derivative expression in `Fs`, `Ft`, `Fu`. -/
theorem hylleraas_kinetic_density {F : ℝ × ℝ × ℝ → ℝ} {r₁ r₂ : E} {s t u : ℝ}
    (hp : coords r₁ r₂ = (s, t, u)) (h1 : r₁ ≠ 0) (h2 : r₂ ≠ 0) (h12 : r₁ - r₂ ≠ 0)
    (hF : DifferentiableAt ℝ F (s, t, u)) :
    0 < u * (s ^ 2 - t ^ 2) ∧
    u * (s ^ 2 - t ^ 2) * kineticDensity (wave F) r₁ r₂
      = u * (s ^ 2 - t ^ 2) * (dS F (s, t, u) ^ 2 + dT F (s, t, u) ^ 2 + dU F (s, t, u) ^ 2)
        + 2 * s * (u ^ 2 - t ^ 2) * dS F (s, t, u) * dU F (s, t, u)
        + 2 * t * (s ^ 2 - u ^ 2) * dT F (s, t, u) * dU F (s, t, u) := by
  obtain ⟨g1, g2⟩ := gradient_wave hp h1 h2 h12 hF
  have p1 : 0 < ‖r₁‖ := norm_pos_iff.mpr h1
  have p2 : 0 < ‖r₂‖ := norm_pos_iff.mpr h2
  have p12 : 0 < ‖r₁ - r₂‖ := norm_pos_iff.mpr h12
  have n1 := p1.ne'
  have n2 := p2.ne'
  have n12 := p12.ne'
  simp only [coords, Prod.mk.injEq] at hp
  obtain ⟨es, et, eu⟩ := hp
  have e : u * (s ^ 2 - t ^ 2) = 4 * ‖r₁‖ * ‖r₂‖ * ‖r₁ - r₂‖ := by
    rw [← es, ← et, ← eu]
    ring
  refine ⟨by rw [e]; positivity, ?_⟩
  have unit : ∀ x : E, ‖x‖ ≠ 0 → inner ℝ (direction x) (direction x) = (1 : ℝ) := by
    intro x hx
    rw [direction, real_inner_smul_left, real_inner_smul_right, real_inner_self_eq_norm_sq]
    field_simp
  obtain ⟨c1, c2⟩ := cosines r₁ r₂
  have c1' := (real_inner_comm (direction r₁) (direction (r₁ - r₂))).trans c1
  have c2' := (real_inner_comm (direction r₂) (direction (r₁ - r₂))).trans c2
  -- expand the squared gradients and insert the cosines
  rw [e, kineticDensity, g1.gradient, g2.gradient, ← real_inner_self_eq_norm_sq,
    ← real_inner_self_eq_norm_sq]
  simp only [inner_add_left, inner_add_right, inner_sub_left, inner_sub_right,
    real_inner_smul_left, real_inner_smul_right, unit _ n1, unit _ n2, unit _ n12,
    c1, c2, c1', c2']
  generalize dS F (s, t, u) = fs, dT F (s, t, u) = ft, dU F (s, t, u) = fu
  rw [← es, ← et, ← eu]
  field_simp
  ring

end HylleraasKinetic
```

```lean
#print axioms HylleraasKinetic.hylleraas_kinetic_density
```

```
'HylleraasKinetic.hylleraas_kinetic_density' depends on axioms: [propext, Classical.choice, Quot.sound]
```

## How `hylleraas_kinetic_density` reads as physics

The type `E` is the space in which one electron moves. It is a real inner product space, assumed complete from `kineticDensity` onwards, and its dimension is left open. In one dimension the unit vectors are just signs and the identity still holds.

`coords r₁ r₂` is the triple (s, t, u), with the nucleus at the origin, and `wave F` is ψ. The hypothesis `hp` gives the names `s`, `t` and `u` to the three coordinates of the chosen configuration; it puts no restriction on the configuration. The convention is t = |r₁| − |r₂|. A code with the opposite sign of t can use the same formula, since t and Ft then change sign together.

`dS`, `dT` and `dU` are Fs, Ft and Fu, each defined as the derivative of `F` applied to a coordinate direction. `kineticDensity` is half the sum of the two squared gradients, each taken in one position with the other held fixed. The factor one half is the kinetic prefactor in atomic units, where the electron mass and ħ are 1.

The hypotheses `h1`, `h2` and `h12` keep each electron away from the nucleus and the electrons away from each other. If any of the three distances is zero, the weight is zero and the positivity claim fails. The hypothesis `hF` asks for differentiability of `F` at the single point (s, t, u), as a function on all triples of real numbers. This matters when the electrons and the nucleus lie on one line: (s, t, u) is then on the boundary of the physical region |t| ≤ u ≤ s, and `F` must be differentiable there in the full sense, not only from inside the region.

The conclusion has two parts joined by `∧`: the weight is positive, and weight times density equals the Hylleraas expression. Because of the first part, a code may divide by the weight to recover the density itself.

## From the distance gradient to the final algebra

`gradient_distance` proves that the distance to a point `a` has the expected unit vector as its gradient. It writes the distance as the square root of the squared distance, differentiates that, and simplifies the result to the inner product with `direction (x - a)`.

`gradient_chain` is the chain rule for a function of three scalar functions. The derivative of `F` acts on a triple of inner products; the proof splits this triple along the three coordinate directions and uses linearity, which produces the weights Fs, Ft and Fu.

`gradient_wave` combines the two into the formulas for ∇₁ψ and ∇₂ψ. For the first electron, |r₂| is a constant added or subtracted. For the second, the auxiliary statements `ht` and `hu` supply the minus signs in ∇₂t and ∇₂u. The conclusion is stated with `HasGradientAt`, so it includes the differentiability of ψ in each position.

`cosines` gives c₁ and c₂ by the law of cosines. It carries no nonzero hypotheses, because Lean sets division by zero to zero and both sides then vanish; the geometric meaning requires nonzero distances.

The main theorem first rewrites the weight as `4 * ‖r₁‖ * ‖r₂‖ * ‖r₁ - r₂‖`, from which `positivity` obtains the inequality. It then replaces the gradients by their formulas and expands the squared lengths as inner products, inserting 1 for each unit vector with itself and the cosines for the mixed terms. The derivation above finishes in the variables s, t and u, whereas the Lean proof goes back to the three distances. There `field_simp` clears the denominators, using that the distances are nonzero, and `ring` confirms the remaining polynomial identity.

## One configuration, one real function

The theorem is a pointwise statement. It justifies the integrand at every configuration that satisfies the hypotheses, but it contains no integral: the volume element, the convergence of the integrals and the accuracy of a quadrature are separate matters for the code. Nor does it relate the gradient form to −½ψ(∇₁² + ∇₂²)ψ. The two densities generally differ point by point, and their integrals agree only when integration by parts leaves no boundary contribution.

The model has a fixed nucleus, so there is no mass-polarisation term ∇₁ψ·∇₂ψ. The wave function is real and has no dependence on the orientation of the triangle formed by the nucleus and the electrons, which leaves out states that need an angular factor. Spin and exchange symmetry do not enter: `F` may be even in t, odd in t or neither.

For an implementation, the theorem fixes the coefficients and signs of the formula over the real numbers. It does not check the transcription into program code, nor the rounding in floating-point evaluation.
